# A tilted effective-mass ellipsoid in a quantum well: separating the confinement motion from the in-plane mass

At a (110) silicon surface, four of the six conduction-band valleys have axes tilted against the surface normal, so their kinetic energy contains terms that mix the confined motion along z with the free motion in the plane. Does such a valley still have subbands with a well-defined in-plane mass, and if so, which mass is it?

```lean
import Mathlib

open Matrix

namespace SternHoward

noncomputable section

variable {n : Type*} [Fintype n]

/-- The inverse-mass matrix with in-plane block `A`, coupling `b` between in-plane and
confinement directions, and confinement entry `w`. -/
def inverseMass (A : Matrix n n ℝ) (b : n → ℝ) (w : ℝ) : Matrix (n ⊕ Unit) (n ⊕ Unit) ℝ :=
  fromBlocks A (of fun i _ => b i) (of fun _ j => b j) (of fun _ _ => w)

/-- The wave vector with in-plane part `k` and confinement component `kz`. -/
def waveVector (k : n → ℝ) (kz : ℝ) : n ⊕ Unit → ℝ := Sum.elim k (fun _ => kz)

/-- The quadratic form `q · M q`: the kinetic energy in units of `ħ²/2` for an
inverse-mass matrix `M`. -/
def kinetic {m : Type*} [Fintype m] (M : Matrix m m ℝ) (q : m → ℝ) : ℝ := q ⬝ᵥ M *ᵥ q

/-- The effective in-plane inverse mass `S = A - b bᵀ / w`, for `w ≠ 0`. -/
def inPlane (A : Matrix n n ℝ) (b : n → ℝ) (w : ℝ) : Matrix n n ℝ :=
  of fun i j => A i j - b i * b j / w

/-- The kinetic energy is the in-plane energy of `A`, a cross term linear in `kz`, and
`w kz²`. -/
theorem kinetic_expand (A : Matrix n n ℝ) (b : n → ℝ) (w : ℝ) (k : n → ℝ) (kz : ℝ) :
    kinetic (inverseMass A b w) (waveVector k kz) =
      kinetic A k + 2 * kz * (b ⬝ᵥ k) + w * kz ^ 2 := by
  have h : ∑ i, k i * (b i * kz) = kz * ∑ i, b i * k i := by
    rw [Finset.mul_sum]
    exact Finset.sum_congr rfl fun i _ => by ring
  simp only [kinetic, inverseMass, waveVector, dotProduct, mulVec, Fintype.sum_sum_type,
    fromBlocks_apply₁₁, fromBlocks_apply₁₂, fromBlocks_apply₂₁, fromBlocks_apply₂₂, of_apply,
    Sum.elim_inl, Sum.elim_inr, Finset.univ_unique, Finset.sum_singleton, mul_add,
    Finset.sum_add_distrib]
  linear_combination h

/-- The effective in-plane energy is that of `A` lowered by `(b · k)² / w`, for `w ≠ 0`. -/
theorem kinetic_inPlane (A : Matrix n n ℝ) (b : n → ℝ) (w : ℝ) (k : n → ℝ) :
    kinetic (inPlane A b w) k = kinetic A k - (b ⬝ᵥ k) ^ 2 / w := by
  have h : inPlane A b w *ᵥ k = A *ᵥ k - ((b ⬝ᵥ k) / w) • b := by
    ext i
    simp only [inPlane, mulVec, dotProduct, of_apply, Pi.sub_apply, Pi.smul_apply,
      smul_eq_mul, sub_mul, Finset.sum_sub_distrib, Finset.sum_div, Finset.sum_mul]
    congr 1
    exact Finset.sum_congr rfl fun j _ => by ring
  unfold kinetic
  rw [h, dotProduct_sub, dotProduct_smul, dotProduct_comm k b, smul_eq_mul]
  ring

/-- For `w ≠ 0` the kinetic energy is a square in the shifted confinement wave number
plus the effective in-plane energy. -/
theorem kinetic_complete_square (A : Matrix n n ℝ) (b : n → ℝ) {w : ℝ} (hw : w ≠ 0)
    (k : n → ℝ) (kz : ℝ) :
    kinetic (inverseMass A b w) (waveVector k kz) =
      w * (kz + (b ⬝ᵥ k) / w) ^ 2 + kinetic (inPlane A b w) k := by
  rw [kinetic_expand, kinetic_inPlane]
  field_simp
  ring

/-- The inverse-mass matrix is positive definite exactly when `w > 0` and the effective
in-plane inverse mass is positive definite. -/
theorem posDef_iff (A : Matrix n n ℝ) (b : n → ℝ) (w : ℝ) :
    (inverseMass A b w).PosDef ↔ 0 < w ∧ (inPlane A b w).PosDef := by
  constructor
  · intro hW
    have hpos : ∀ q : n ⊕ Unit → ℝ, q ≠ 0 → 0 < kinetic (inverseMass A b w) q := by
      intro q hq
      have h := hW.dotProduct_mulVec_pos hq
      rw [star_trivial] at h
      exact h
    -- a wave vector purely along the confinement direction gives w > 0
    have hw : 0 < w := by
      have h := hpos (waveVector 0 1) (fun h => by
        have h1 := congrFun h (Sum.inr ())
        simp [waveVector] at h1)
      rw [kinetic_expand] at h
      simpa [kinetic] using h
    refine ⟨hw, posDef_iff_dotProduct_mulVec.mpr ⟨?_, ?_⟩⟩
    · refine IsHermitian.ext fun i j => ?_
      have hA : A j i = A i j := by
        simpa [inverseMass] using hW.isHermitian.apply (Sum.inl i) (Sum.inl j)
      rw [star_trivial]
      simp only [inPlane, of_apply]
      rw [hA]
      ring
    · -- the choice kz = -b·k/w makes the square vanish
      intro k hk
      have h := hpos (waveVector k (-((b ⬝ᵥ k) / w))) (fun h => hk (by
        ext i
        exact congrFun h (Sum.inl i)))
      rw [kinetic_complete_square A b hw.ne', neg_add_cancel] at h
      rw [star_trivial]
      change 0 < kinetic (inPlane A b w) k
      linarith
  · rintro ⟨hw, hS⟩
    refine posDef_iff_dotProduct_mulVec.mpr ⟨?_, ?_⟩
    · refine IsHermitian.ext ?_
      rintro (i | i) (j | j)
      · have h := hS.isHermitian.apply i j
        rw [star_trivial] at h ⊢
        simp only [inPlane, of_apply] at h
        simp only [inverseMass, fromBlocks_apply₁₁]
        linear_combination h
      all_goals simp [inverseMass]
    · intro q hq
      obtain ⟨k, kz, rfl⟩ : ∃ k kz, q = waveVector k kz :=
        ⟨fun i => q (Sum.inl i), q (Sum.inr ()), by funext i; rcases i with i | i <;> rfl⟩
      rw [star_trivial]
      change 0 < kinetic (inverseMass A b w) (waveVector k kz)
      by_cases hk : k = 0
      · subst hk
        have hz : kz ≠ 0 := by
          rintro rfl
          exact hq (by funext i; rcases i with i | i <;> rfl)
        have h : 0 < w * kz ^ 2 := by positivity
        rw [kinetic_expand]
        simpa [kinetic] using h
      · have h := hS.dotProduct_mulVec_pos hk
        rw [star_trivial] at h
        change 0 < kinetic (inPlane A b w) k at h
        rw [kinetic_complete_square A b hw.ne']
        positivity

/-- For a positive definite inverse-mass matrix, the inverse of the effective in-plane
inverse mass is the in-plane block of the mass tensor. -/
theorem inPlane_inv [DecidableEq n] {A : Matrix n n ℝ} {b : n → ℝ} {w : ℝ}
    (hW : (inverseMass A b w).PosDef) :
    (inPlane A b w)⁻¹ = ((inverseMass A b w)⁻¹).toBlocks₁₁ := by
  have hw := ((posDef_iff A b w).mp hW).1
  have h := mul_nonsing_inv (inverseMass A b w) hW.det_pos.ne'.isUnit
  apply inv_eq_right_inv
  generalize (inverseMass A b w)⁻¹ = M at h ⊢
  ext i j
  -- two blocks of W M = 1; the second eliminates the coupling block of M
  have h1 := congrFun (congrFun h (Sum.inl i)) (Sum.inl j)
  have h2 := congrFun (congrFun h (Sum.inr ())) (Sum.inl j)
  simp only [mul_apply, Fintype.sum_sum_type, Finset.univ_unique, Finset.sum_singleton,
    inverseMass, fromBlocks_apply₁₁, fromBlocks_apply₁₂, fromBlocks_apply₂₁,
    fromBlocks_apply₂₂, of_apply, one_apply, Sum.inl.injEq, reduceCtorEq, if_false,
    PUnit.default_eq_unit] at h1 h2
  have hs : ∑ x, b i * b x / w * M (Sum.inl x) (Sum.inl j) =
      b i / w * ∑ x, b x * M (Sum.inl x) (Sum.inl j) := by
    rw [Finset.mul_sum]
    exact Finset.sum_congr rfl fun x _ => by ring
  have hc : b i / w * w = b i := div_mul_cancel₀ _ hw.ne'
  simp only [mul_apply, inPlane, toBlocks₁₁, of_apply, one_apply, sub_mul,
    Finset.sum_sub_distrib]
  rw [hs]
  linear_combination h1 - b i / w * h2 + M (Sum.inr ()) (Sum.inl j) * hc

/-- Kinetic-energy part of the Stern-Howard reduction: for a positive definite inverse-mass matrix,
`w > 0` holds, the effective in-plane inverse mass is positive definite with inverse the in-plane
block of the mass tensor, and the kinetic energy separates into a shifted square and an in-plane
part. -/
theorem stern_howard [DecidableEq n] {A : Matrix n n ℝ} {b : n → ℝ} {w : ℝ}
    (hW : (inverseMass A b w).PosDef) :
    0 < w ∧ (inPlane A b w).PosDef ∧
      (inPlane A b w)⁻¹ = ((inverseMass A b w)⁻¹).toBlocks₁₁ ∧
      ∀ k kz, kinetic (inverseMass A b w) (waveVector k kz) =
        w * (kz + (b ⬝ᵥ k) / w) ^ 2 + kinetic (inPlane A b w) k := by
  obtain ⟨hw, hS⟩ := (posDef_iff A b w).mp hW
  exact ⟨hw, hS, inPlane_inv hW, kinetic_complete_square A b hw.ne'⟩

/-- The kinetic operator at in-plane wave vector `k`, with `kz` replaced by `-i d/dz`. -/
def kineticOp (A : Matrix n n ℝ) (b : n → ℝ) (w : ℝ) (k : n → ℝ) (ψ : ℝ → ℂ) (z : ℝ) : ℂ :=
  -(w : ℂ) * deriv (deriv ψ) z - 2 * Complex.I * ((b ⬝ᵥ k : ℝ) : ℂ) * deriv ψ z
    + ((kinetic A k : ℝ) : ℂ) * ψ z

/-- The plane-wave phase `exp(-i c z)`. -/
def phase (c z : ℝ) : ℂ := Complex.exp (-Complex.I * c * z)

/-- Differentiating a phase times a differentiable envelope shifts `d/dz` by `-i c`. -/
theorem hasDerivAt_phase_mul (c : ℝ) {g : ℝ → ℂ} (hg : Differentiable ℝ g) (z : ℝ) :
    HasDerivAt (fun y => phase c y * g y)
      (phase c z * (deriv g z - Complex.I * c * g z)) z := by
  have h0 : HasDerivAt (fun y : ℝ => -Complex.I * c * (y : ℂ)) (-Complex.I * c) z :=
    ((hasDerivAt_id z).ofReal_comp.const_mul (-Complex.I * (c : ℂ))).congr_deriv (by simp)
  exact (h0.cexp.fun_mul (hg z).hasDerivAt).congr_deriv (by unfold phase; ring)

/-- For `w ≠ 0` and a twice differentiable envelope `f`, the phase `exp(-i (b·k/w) z)`
removes the first-derivative term and leaves the effective in-plane energy. -/
theorem kineticOp_phase (A : Matrix n n ℝ) (b : n → ℝ) {w : ℝ} (hw : w ≠ 0) (k : n → ℝ)
    {f : ℝ → ℂ} (hf : Differentiable ℝ f) (hf' : Differentiable ℝ (deriv f)) (z : ℝ) :
    kineticOp A b w k (fun y => phase ((b ⬝ᵥ k) / w) y * f y) z =
      phase ((b ⬝ᵥ k) / w) z *
        (-(w : ℂ) * deriv (deriv f) z + ((kinetic (inPlane A b w) k : ℝ) : ℂ) * f z) := by
  obtain ⟨c, hc⟩ : ∃ c : ℝ, b ⬝ᵥ k = w * c := ⟨(b ⬝ᵥ k) / w, by field_simp⟩
  have hcw : (b ⬝ᵥ k) / w = c := by rw [hc]; field_simp
  have hsq : (w * c) ^ 2 / w = w * c ^ 2 := by field_simp
  have hS : kinetic (inPlane A b w) k = kinetic A k - w * c ^ 2 := by
    rw [kinetic_inPlane, hc, hsq]
  -- apply the product rule twice
  have d1 : deriv (fun y => phase c y * f y) =
      fun y => phase c y * (deriv f y - Complex.I * c * f y) :=
    funext fun y => (hasDerivAt_phase_mul c hf y).deriv
  have hg : Differentiable ℝ (fun y => deriv f y - Complex.I * c * f y) :=
    hf'.sub (hf.const_mul (Complex.I * (c : ℂ)))
  have d2 := (hasDerivAt_phase_mul c hg z).deriv
  have d3 : deriv (fun y => deriv f y - Complex.I * c * f y) z =
      deriv (deriv f) z - Complex.I * c * deriv f z :=
    ((hf' z).hasDerivAt.fun_sub ((hf z).hasDerivAt.const_mul (Complex.I * (c : ℂ)))).deriv
  rw [hcw]
  simp only [kineticOp]
  rw [d1, d2, d3, hc, hS]
  push_cast
  linear_combination (phase c z * f z * (w : ℂ) * (c : ℂ) ^ 2) * Complex.I_sq

end

end SternHoward
```

```lean
#print axioms SternHoward.inPlane_inv
#print axioms SternHoward.stern_howard
#print axioms SternHoward.kineticOp_phase
```

```
'SternHoward.inPlane_inv' depends on axioms: [propext, Classical.choice, Quot.sound]
'SternHoward.stern_howard' depends on axioms: [propext, Classical.choice, Quot.sound]
'SternHoward.kineticOp_phase' depends on axioms: [propext, Classical.choice, Quot.sound]
```

## The inverse-mass matrix and its in-plane reduction

Measure wave vectors from the valley minimum, which in silicon does not lie at the zone centre. Let k be the in-plane wave vector, kz the component along the confinement direction, and q = (k, kz). In units of ħ²/2 the kinetic energy of one parabolic valley is q·Wq, with the inverse-mass matrix

W = [[A, b], [bᵀ, w]].

In Lean this matrix is `inverseMass A b w`. Its index type `n ⊕ Unit` consists of the in-plane directions `n` and one confinement direction. A physical well has two in-plane directions, but `n` may be any finite type. The vector q is `waveVector k kz`, and `kinetic M q` is the form q·Mq. The matrix `inPlane A b w` has the entries

Sᵢⱼ = Aᵢⱼ − bᵢbⱼ/w.

The theorem `stern_howard` has one hypothesis, that W is positive definite. Physically, the valley is a true minimum with finite positive mass in every direction. For a real matrix, `PosDef` includes symmetry, so the symmetry of A needs no separate assumption. There are four conclusions:

- w > 0;
- S is positive definite;
- S⁻¹ is the in-plane block of the mass tensor W⁻¹, written `toBlocks₁₁`;
- for all k and kz, q·Wq = w(kz + b·k/w)² + k·Sk.

The in-plane mass tensor is therefore a block of W⁻¹, whereas the mass for the confined motion is 1/w, taken from W itself.

## From wave numbers to the confined envelope

In a well, kz is not a good quantum number. Replacing it by −i d/dz, with i the imaginary unit, turns the kinetic energy into the operator `kineticOp`:

Tψ = −wψ″ − 2i(b·k)ψ′ + (k·Ak)ψ.

The theorem `kineticOp_phase` says that for w ≠ 0 and c = b·k/w,

T(exp(−icz) f) = exp(−icz) (−wf″ + (k·Sk) f).

The phase removes the first-derivative term, and S takes the place of A. The envelope f is complex-valued and twice differentiable on the whole line, which excludes a kink at a hard wall or a jump of f″ at a potential step. The masses are constant in z. The statement is a pointwise identity for a differential expression, with no Hilbert space or spectrum involved.

The reduction that carries the names of Stern and Howard is applied to a well with a potential V(z), which the operator here does not contain. Adding it takes one line, because multiplication by V commutes with the phase. If −wf″ + Vf = εf, then exp(−icz) f has the energy ε + k·Sk, again in units of ħ²/2. Within this single-valley, constant-mass model, the subbands are parabolic and ε does not depend on k.

## Completing the square

Multiplying out the blocks gives

q·Wq = Σᵢ kᵢ(Σⱼ Aᵢⱼkⱼ + bᵢkz) + kz(Σⱼ bⱼkⱼ + w kz)
= k·Ak + 2kz(b·k) + w kz².

This is `kinetic_expand`; its auxiliary equation `h` moves kz out of a sum. For the reduced matrix, Sk = Ak − ((b·k)/w) b, and hence

k·Sk = k·Ak − (b·k)²/w,

which is `kinetic_inPlane`. Expanding the shifted square gives

w(kz + b·k/w)² = w kz² + 2kz(b·k) + (b·k)²/w.

Adding the last two lines reproduces q·Wq. In `kinetic_complete_square`, `field_simp` clears the denominators using w ≠ 0 and `ring` compares the two sides.

For w > 0, k·Sk is the lowest kinetic energy available at fixed k. It is reached at kz = −b·k/w, where the velocity along z, proportional to w kz + b·k, vanishes.

## Positivity passes between W and S

The theorem `posDef_iff` states that W is positive definite exactly when w > 0 and S is positive definite.

Suppose first that W is positive definite. The vector with k = 0 and kz = 1 has the energy w, so w > 0. For any k ≠ 0, choose kz = −b·k/w. The square vanishes, and what remains is k·Sk > 0. The symmetry of S follows from that of A.

Conversely, let w > 0 and let S be positive definite. Since bᵢbⱼ/w is symmetric, so is A, and therefore W. Take q ≠ 0. If k = 0, then kz ≠ 0 and the energy is w kz² > 0. If k ≠ 0, the square is nonnegative and k·Sk is positive. The Lean proof makes the same distinction with `by_cases hk : k = 0`.

## Why the inverse is a block of the mass tensor

Write M = W⁻¹, and let z label the confinement direction. For in-plane i and j, two blocks of WM = 1 read

Σₓ AᵢₓMₓⱼ + bᵢM_zj = δᵢⱼ,
Σₓ bₓMₓⱼ + w M_zj = 0,

where x runs over the in-plane directions. Multiply the second equation by bᵢ/w and subtract it from the first. The terms with M_zj cancel, leaving

Σₓ (Aᵢₓ − bᵢbₓ/w) Mₓⱼ = δᵢⱼ.

So S times the in-plane block of M is the identity, and `inv_eq_right_inv` concludes that this block is S⁻¹.

The elimination is carried out in `inPlane_inv` by the tactic `linear_combination`. It takes a list of known equations with coefficients, forms the corresponding combination, and lets `ring` confirm that it differs from the goal only by algebraic rearrangement. Here `h1` and `h2` are the two block equations, and the coefficient `- b i / w` on `h2` is the row operation just described. The third term in the list is there because `ring` does not cancel w against 1/w on its own, as that requires w ≠ 0. The equation `hc`, which says (bᵢ/w)·w = bᵢ, supplies the cancellation and is multiplied by M_zj. The sums over x are treated as single symbols, so the argument is the same for every number of in-plane directions.

## Removing the first derivative

With c = b·k/w, the product rule gives

(exp(−icz) f)′ = exp(−icz)(f′ − icf),
(exp(−icz) f)″ = exp(−icz)(f″ − 2icf′ − c²f).

Insert these into T, use b·k = wc, and take out the common phase:

−wf″ + 2iwcf′ + wc²f − 2iwcf′ − 2wc²f + (k·Ak)f
= −wf″ + (k·Ak − wc²)f.

Since wc² = (b·k)²/w, the last bracket is k·Sk.

The lemma `hasDerivAt_phase_mul` is the product rule for the phase times an envelope. The main proof applies it first to f and then to f′ − icf, giving `d1` and `d2`, while `d3` differentiates f′ − icf itself. The closing `linear_combination` uses i² = −1.

## The (110) valleys in a Schrödinger–Poisson calculation

Let mₗ and mₜ be the longitudinal and transverse masses of a silicon valley. For a valley axis at 45° to the surface normal, take the first in-plane direction in the plane spanned by the axis and the normal. Then

w = (1/mₗ + 1/mₜ)/2,
A = diag(w, 1/mₜ),
b = (±(1/mₜ − 1/mₗ)/2, 0),

with the sign set by the orientation of the axes. The reduction gives

S = diag(2/(mₗ + mₜ), 1/mₜ).

The confinement mass is 1/w = 2mₗmₜ/(mₗ + mₜ), and the in-plane masses are (mₗ + mₜ)/2 and mₜ.

In a self-consistent calculation based on this constant-mass model, each cycle solves the one-dimensional Schrödinger equation for this valley with the mass 1/w, once for all k. The resulting subbands are filled using the density-of-states mass

1/√(det S) = √(mₜ(mₗ + mₜ)/2).

The phase has modulus one, so an occupied normalised state contributes |f(z)|² to the electron density integrated over the plane, whatever its k. This valley's contribution to the charge density in the Poisson equation is therefore fixed by the subband occupations per unit area and the envelopes f.
